# Frozen Wavefunctions Can Miss a Pseudo-Jahn–Teller Instability

**Q.** Let $x$ measure a displacement of the nuclei, in suitable units. Take electronic levels 0 and 1, coupling $x$, and a term $x^2/2$ on the lower level:

$$H(x)=\begin{pmatrix}x^2/2&x\\x&1\end{pmatrix}.$$

The undistorted ground state $(1,0)$ has energy $x^2/2$, which rises. Where is the instability?

**A.** In the relaxation of the electronic state at fixed $x$. The normalised state $(1,-x)/\sqrt{1+x^2}$ has energy $-x^2/[2(1+x^2)]$, so the true ground energy is negative for every $x\ne0$. An instability that arises in this way, because a distortion mixes excited states into a nondegenerate ground state, is called pseudo-Jahn–Teller.

**Q.** And in general?

**A.** Let $H(x)=H_0+xV+x^2W$, where $H_0$, $V$ and $W$ are real symmetric matrices, with orthonormal eigenstates $b_i$ of $H_0$, energies $\varepsilon_i$, and a simple lowest level $E_0=\varepsilon_o$ with state $p=b_o$. Assume $\langle p,Vp\rangle=0$: no linear force, as symmetry often ensures. Define

$$q=-\sum_{i\ne o}\frac{\langle b_i,Vp\rangle}{\varepsilon_i-E_0}\,b_i,\qquad E_2=\langle Vp,q\rangle=-\sum_{i\ne o}\frac{\langle b_i,Vp\rangle^2}{\varepsilon_i-E_0}\le0.$$

Then $(E_0-H_0)q=Vp$, so the first order cancels. With $s=Vq+Wp$,

$$H(x)(p+xq)=E_0(p+xq)+x^2(s+xWq).$$

Pair this with an exact unit ground state $u$ of energy $E(x)$, and write $e=(E(x)-E_0)/x^2$:

$$e\,(\langle p,u\rangle+x\langle q,u\rangle)=\langle s,u\rangle+x\langle Wq,u\rangle.$$

Splitting $u=\langle p,u\rangle p+r$ with $r\perp p$, and using $q\perp p$, gives

$$\langle p,u\rangle(e-\langle s,p\rangle)=\langle s,r\rangle+x\langle Wq,u\rangle-ex\langle q,r\rangle.$$

**Q.** You need $u$ close to $p$, and its sign is arbitrary.

**A.** Only $|\langle p,u\rangle|$ matters. For $|x|\le1$, the perturbation changes any unit state's energy by at most $D|x|$, with $D=\|V\|+\|W\|$. The trial state $p$ gives $E(x)\le E_0+D|x|$, and $u$ gives $E(x)\ge E_0-D|x|$. If every excited level lies at least $g>0$ above $E_0$, then

$$g(1-\langle p,u\rangle^2)\le\langle u,H_0u\rangle-E_0\le2D|x|.$$

So $\|r\|\to0$, $ex$ stays bounded and $|\langle p,u\rangle|\to1$. Hence $e\to\langle s,p\rangle=\langle p,Wp\rangle+E_2$.

**Q.** What does Lean take as the Hamiltonian and its ground energy?

**A.** `distorted` is $H(x)$, a linear map on a real inner product space.

```lean
import Mathlib

open Filter Topology

namespace FrozenWavefunctionStability

noncomputable section

local notation "⟪" x ", " y "⟫" => inner ℝ x y

variable {F : Type*} [NormedAddCommGroup F] [InnerProductSpace ℝ F]
variable {ι : Type*} [Fintype ι] [DecidableEq ι]

/-- The Hamiltonian `H0 + x V + x² W` at distortion `x`. -/
def distorted (H0 V W : F →ₗ[ℝ] F) (x : ℝ) : F →ₗ[ℝ] F := H0 + x • V + x ^ 2 • W
```

`IsGroundEnergy` says that `E` is the least eigenvalue, attained by a unit vector.

```lean
/-- `E` is the lowest eigenvalue of `A`. -/
def IsGroundEnergy (A : F →ₗ[ℝ] F) (E : ℝ) : Prop :=
  IsLeast {μ : ℝ | ∃ v : F, ‖v‖ = 1 ∧ A v = μ • v} E
```

`HasSimpleGround` supplies the eigenbasis `b`, the energies `ε` and the strict gap above `o`; $p$ is `b o`.

```lean
/-- The orthonormal states `b i` are eigenstates of `H0` with energies `ε i`, and the level
`o` lies strictly below all others. -/
def HasSimpleGround (H0 : F →ₗ[ℝ] F) (b : OrthonormalBasis ι ℝ F) (ε : ι → ℝ) (o : ι) : Prop :=
  (∀ i, H0 (b i) = ε i • b i) ∧ ∀ i, i ≠ o → ε o < ε i
```

`secondOrderEnergy` is the sum over states $E_2$.

```lean
/-- The second-order energy of a symmetric perturbation `V` as a sum over excited states, when the
`b i` are eigenstates of the unperturbed Hamiltonian with energies `ε i` and the level `o` lies
strictly below all others. -/
def secondOrderEnergy (b : OrthonormalBasis ι ℝ F) (ε : ι → ℝ) (o : ι) (V : F →ₗ[ℝ] F) : ℝ :=
  -∑ i ∈ Finset.univ.erase o, ⟪b i, V (b o)⟫ ^ 2 / (ε i - ε o)
```

**Q.** What does that leave out?

**A.** The space is finite-dimensional, the operators are real symmetric, and there is one coordinate with no terms beyond $x^2$. "Frozen" means a fixed vector, so basis functions that move with the nuclei are absent. The limit is the coefficient of $x^2$, half the usual force constant.

**Q.** Now the proof. Where do the energy bounds come from?

**A.** From expanding expectation values and norms in an eigenbasis. Replacing each eigenvalue by the lowest gives `variational`.

```lean
variable {H0 V W : F →ₗ[ℝ] F} {b : OrthonormalBasis ι ℝ F} {ε : ι → ℝ} {o : ι}

omit [DecidableEq ι] in
/-- The expectation value of a symmetric operator is the sum of its eigenvalues weighted by
the squared amplitudes in an orthonormal eigenbasis. -/
theorem expectation_eq_sum {A : F →ₗ[ℝ] F} (hA : A.IsSymmetric)
    (hb : ∀ i, A (b i) = ε i • b i) (u : F) : ⟪u, A u⟫ = ∑ i, ε i * ⟪b i, u⟫ ^ 2 := by
  rw [← b.sum_inner_mul_inner u (A u)]
  refine Finset.sum_congr rfl fun i _ => ?_
  rw [← hA (b i) u, hb, real_inner_smul_left, real_inner_comm (b i) u]
  ring

omit [DecidableEq ι] in
private theorem norm_sq_eq_sum (b : OrthonormalBasis ι ℝ F) (u : F) :
    ‖u‖ ^ 2 = ∑ i, ⟪b i, u⟫ ^ 2 := by
  rw [← real_inner_self_eq_norm_sq, ← b.sum_inner_mul_inner u u]
  refine Finset.sum_congr rfl fun i _ => ?_
  rw [real_inner_comm (b i) u]
  ring

/-- Variational principle: the lowest eigenvalue of a symmetric operator on a
finite-dimensional space bounds every expectation value from below. -/
theorem variational [FiniteDimensional ℝ F] {A : F →ₗ[ℝ] F} (hA : A.IsSymmetric) {E : ℝ}
    (hE : IsGroundEnergy A E) (v : F) : E * ‖v‖ ^ 2 ≤ ⟪v, A v⟫ := by
  have hb : ∀ i, A (hA.eigenvectorBasis rfl i) =
      hA.eigenvalues rfl i • hA.eigenvectorBasis rfl i :=
    fun i => hA.apply_eigenvectorBasis rfl i
  rw [expectation_eq_sum hA hb v, norm_sq_eq_sum (hA.eigenvectorBasis rfl) v, Finset.mul_sum]
  exact Finset.sum_le_sum fun i _ => mul_le_mul_of_nonneg_right
    (hE.2 ⟨_, (hA.eigenvectorBasis rfl).orthonormal.1 i, hb i⟩) (sq_nonneg _)
```

`gap_bound` picks the smallest excitation energy as $g$, or 1 if there are no excited states.

```lean
private theorem gap_bound (hH : H0.IsSymmetric) (hL : HasSimpleGround H0 b ε o) :
    ∃ g : ℝ, 0 < g ∧ ∀ u, g * (‖u‖ ^ 2 - ⟪b o, u⟫ ^ 2) ≤ ⟪u, H0 u⟫ - ε o * ‖u‖ ^ 2 := by
  obtain ⟨g, hg, hmin⟩ : ∃ g : ℝ, 0 < g ∧ ∀ i, i ≠ o → g ≤ ε i - ε o := by
    rcases (Finset.univ.erase o).eq_empty_or_nonempty with h | h
    · refine ⟨1, one_pos, fun i hi => ?_⟩
      have hm : i ∈ Finset.univ.erase o := by simp [hi]
      rw [h] at hm
      simp at hm
    · obtain ⟨j, hj, hm⟩ := Finset.exists_min_image _ ε h
      exact ⟨ε j - ε o, sub_pos.2 (hL.2 j (Finset.ne_of_mem_erase hj)),
        fun i hi => by linarith [hm i (by simp [hi])]⟩
  refine ⟨g, hg, fun u => ?_⟩
  rw [expectation_eq_sum hH hL.1 u, norm_sq_eq_sum b u]
  have h : 0 ≤ ∑ i ∈ Finset.univ.erase o, (ε i - ε o - g) * ⟪b i, u⟫ ^ 2 :=
    Finset.sum_nonneg fun i hi =>
      mul_nonneg (by linarith [hmin i (Finset.ne_of_mem_erase hi)]) (sq_nonneg _)
  have h2 := Finset.add_sum_erase Finset.univ
    (fun i => (ε i - ε o - g) * ⟪b i, u⟫ ^ 2) (Finset.mem_univ o)
  simp only [sub_mul, Finset.sum_sub_distrib, ← Finset.mul_sum] at h h2
  linarith
```

**Q.** And the response of the wavefunction?

**A.** `first_order_state` constructs $q$ and checks its three properties. `secondOrderEnergy_neg` shows $E_2<0$ when $Vp\ne0$, which makes the frozen coefficient strictly too high.

```lean
/-- If `⟨p,Vp⟩ = 0` for the simple ground state `p`, some first-order state `q` orthogonal to `p`
solves `(E0 - H0) q = V p`, and its overlap with `V p` is the second-order energy. -/
theorem first_order_state (hL : HasSimpleGround H0 b ε o) (h0 : ⟪b o, V (b o)⟫ = 0) :
    ∃ q, ε o • q - H0 q = V (b o) ∧ ⟪b o, q⟫ = 0 ∧
      ⟪V (b o), q⟫ = secondOrderEnergy b ε o V := by
  refine ⟨-∑ i ∈ Finset.univ.erase o, (⟪b i, V (b o)⟫ / (ε i - ε o)) • b i, ?_, ?_, ?_⟩
  · have h := b.sum_repr' (V (b o))
    rw [← Finset.add_sum_erase _ _ (Finset.mem_univ o), h0, zero_smul, zero_add] at h
    refine Eq.trans ?_ h
    simp only [map_neg, map_sum, map_smul, hL.1, smul_neg, Finset.smul_sum]
    rw [neg_sub_neg, ← Finset.sum_sub_distrib]
    refine Finset.sum_congr rfl fun i hi => ?_
    have hd := div_mul_cancel₀ ⟪b i, V (b o)⟫
      (sub_pos.2 (hL.2 i (Finset.ne_of_mem_erase hi))).ne'
    rw [smul_smul, smul_smul, ← sub_smul]
    congr 1
    linear_combination hd
  · rw [inner_neg_right, inner_sum, neg_eq_zero]
    refine Finset.sum_eq_zero fun i hi => ?_
    rw [real_inner_smul_right, b.orthonormal.2 (Finset.ne_of_mem_erase hi).symm, mul_zero]
  · rw [inner_neg_right, inner_sum, secondOrderEnergy]
    congr 1
    refine Finset.sum_congr rfl fun i _ => ?_
    rw [real_inner_smul_right, real_inner_comm (b i) (V (b o))]
    ring

/-- For a simple ground state `p` with `⟨p,Vp⟩ = 0` and `V p ≠ 0`, the second-order energy is
strictly negative. -/
theorem secondOrderEnergy_neg (hL : HasSimpleGround H0 b ε o) (h0 : ⟪b o, V (b o)⟫ = 0)
    (hne : V (b o) ≠ 0) : secondOrderEnergy b ε o V < 0 := by
  obtain ⟨i, hi⟩ : ∃ i, ⟪b i, V (b o)⟫ ≠ 0 := by
    by_contra! h
    exact hne (by rw [← b.sum_repr' (V (b o))]; exact Finset.sum_eq_zero fun i _ => by simp [h i])
  have hio : i ≠ o := fun h => hi (h ▸ h0)
  refine neg_lt_zero.2 (Finset.sum_pos' (fun j hj => ?_) ⟨i, by simp [hio], ?_⟩)
  · exact div_nonneg (sq_nonneg _) (sub_pos.2 (hL.2 j (Finset.ne_of_mem_erase hj))).le
  · exact div_pos (by positivity) (sub_pos.2 (hL.2 i hio))
```

Next come the symmetry of $H(x)$ and the bound $D|x|$. `ground_state_leakage` combines them with the gap, using one constant $C$ for both the energy shift and the weight outside $p$.

```lean
private theorem distorted_symm (hH : H0.IsSymmetric) (hV : V.IsSymmetric) (hW : W.IsSymmetric)
    (x : ℝ) : (distorted H0 V W x).IsSymmetric := by
  intro u v
  simp only [distorted, LinearMap.add_apply, LinearMap.smul_apply, inner_add_left,
    inner_add_right, real_inner_smul_left, real_inner_smul_right, hH u v, hV u v, hW u v]

private theorem perturbation_bound [FiniteDimensional ℝ F] (H0 V W : F →ₗ[ℝ] F) :
    ∃ D : ℝ, 0 ≤ D ∧ ∀ (x : ℝ) (u : F), |x| ≤ 1 → ‖u‖ = 1 →
      |⟪u, distorted H0 V W x u⟫ - ⟪u, H0 u⟫| ≤ D * |x| := by
  have hb : ∀ (A : F →ₗ[ℝ] F) (u : F), ‖u‖ = 1 →
      |⟪u, A u⟫| ≤ ‖LinearMap.toContinuousLinearMap A‖ := fun A u hu => by
    have h1 := abs_real_inner_le_norm u (A u)
    have h2 : ‖A u‖ ≤ ‖LinearMap.toContinuousLinearMap A‖ * ‖u‖ :=
      (LinearMap.toContinuousLinearMap A).le_opNorm u
    rw [hu] at h1 h2
    linarith
  refine ⟨‖LinearMap.toContinuousLinearMap V‖ + ‖LinearMap.toContinuousLinearMap W‖,
    by positivity, fun x u hx hu => ?_⟩
  have he : ⟪u, distorted H0 V W x u⟫ - ⟪u, H0 u⟫ = x * (⟪u, V u⟫ + x * ⟪u, W u⟫) := by
    simp only [distorted, LinearMap.add_apply, LinearMap.smul_apply, inner_add_right,
      real_inner_smul_right]
    ring
  have h3 : |x * ⟪u, W u⟫| ≤ |⟪u, W u⟫| := by
    rw [abs_mul]
    exact mul_le_of_le_one_left (abs_nonneg _) hx
  rw [he, abs_mul, mul_comm]
  exact mul_le_mul_of_nonneg_right
    ((abs_add_le _ _).trans (add_le_add (hb V u hu) (h3.trans (hb W u hu)))) (abs_nonneg x)

/-- For symmetric `H0`, `V`, `W` and a simple ground state of `H0`, the ground-energy shift and
the weight of the exact ground state outside the undistorted one are at most `C |x|`
for `|x| ≤ 1`. -/
theorem ground_state_leakage [FiniteDimensional ℝ F] (hH : H0.IsSymmetric) (hV : V.IsSymmetric)
    (hW : W.IsSymmetric) (hL : HasSimpleGround H0 b ε o) :
    ∃ C : ℝ, 0 ≤ C ∧ ∀ (x E : ℝ) (u : F), |x| ≤ 1 → IsGroundEnergy (distorted H0 V W x) E →
      ‖u‖ = 1 → distorted H0 V W x u = E • u →
      |E - ε o| ≤ C * |x| ∧ 1 - ⟪b o, u⟫ ^ 2 ≤ C * |x| := by
  obtain ⟨g, hg, hgap⟩ := gap_bound hH hL
  obtain ⟨D, hD, hpert⟩ := perturbation_bound H0 V W
  refine ⟨D + 2 * D / g, by positivity, fun x E u hx hE hu hEu => ?_⟩
  have hp := b.orthonormal.1 o
  have h1 := variational (distorted_symm hH hV hW x) hE (b o)
  have h2 := abs_le.1 (hpert x (b o) hx hp)
  have h3 := abs_le.1 (hpert x u hx hu)
  have h4 := hgap u
  have h5 : ⟪b o, H0 (b o)⟫ = ε o := by
    rw [hL.1, real_inner_smul_right, real_inner_self_eq_norm_sq, hp]; ring
  have h6 : ⟪u, distorted H0 V W x u⟫ = E := by
    rw [hEu, real_inner_smul_right, real_inner_self_eq_norm_sq, hu]; ring
  have h7 : ⟪b o, u⟫ ^ 2 ≤ 1 := by
    have h := abs_real_inner_le_norm (b o) u
    rw [hp, hu, mul_one] at h
    exact (sq_le_one_iff_abs_le_one _).2 h
  rw [hp] at h1
  rw [hu] at h4
  rw [h5] at h2
  rw [h6] at h3
  have h8 : g * (1 - ⟪b o, u⟫ ^ 2) ≤ 2 * D * |x| := by linarith [h2.2, h3.1]
  have h9 : 1 - ⟪b o, u⟫ ^ 2 ≤ 2 * D / g * |x| := by
    rw [div_mul_eq_mul_div, le_div_iff₀ hg]; linarith
  have h10 : 0 ≤ D * |x| := by positivity
  have h11 : 0 ≤ 2 * D / g * |x| := by positivity
  have h12 : 0 ≤ g * (1 - ⟪b o, u⟫ ^ 2) := mul_nonneg hg.le (by linarith)
  rw [add_mul]
  exact ⟨abs_le.2 ⟨by linarith [h3.1], by linarith [h2.2]⟩, by linarith⟩
```

**Q.** Where is the limit itself?

**A.** In `relaxed_curvature`. There `hid` is the paired equation before division by $x^2$, `hid2` is the form with $e$, `key` is the split one, and `b1`–`b3` bound its three terms. Since `ha2` gives $|\langle p,u\rangle|\ge1/2$, `squeeze_zero_norm'` finishes.

```lean
/-- For symmetric `H0`, `V`, `W`, a simple ground state `p` of `H0` and `⟨p,Vp⟩ = 0`, the lowest
eigenvalue `E x` of `H0 + x V + x² W` satisfies `(E x - E0)/x² → ⟨p,Wp⟩ + E2(V)` as nonzero
`x → 0`, and this limit is at most the frozen-wavefunction value `⟨p,Wp⟩`. -/
theorem relaxed_curvature [FiniteDimensional ℝ F] (hH : H0.IsSymmetric) (hV : V.IsSymmetric)
    (hW : W.IsSymmetric) (hL : HasSimpleGround H0 b ε o) (h0 : ⟪b o, V (b o)⟫ = 0)
    {E : ℝ → ℝ} (hE : ∀ x, IsGroundEnergy (distorted H0 V W x) (E x)) :
    Tendsto (fun x => (E x - ε o) / x ^ 2) (𝓝[≠] 0)
      (𝓝 (⟪b o, W (b o)⟫ + secondOrderEnergy b ε o V)) ∧
    ⟪b o, W (b o)⟫ + secondOrderEnergy b ε o V ≤ ⟪b o, W (b o)⟫ := by
  constructor
  swap
  · have h : 0 ≤ ∑ i ∈ Finset.univ.erase o, ⟪b i, V (b o)⟫ ^ 2 / (ε i - ε o) :=
      Finset.sum_nonneg fun i hi =>
        div_nonneg (sq_nonneg _) (sub_pos.2 (hL.2 i (Finset.ne_of_mem_erase hi))).le
    unfold secondOrderEnergy
    linarith
  obtain ⟨C, hC, hleak⟩ := ground_state_leakage hH hV hW hL
  obtain ⟨q, hq, hpq, hE2⟩ := first_order_state hL h0
  have hq' : H0 q = ε o • q - V (b o) := by rw [← hq]; abel
  have hsp : ⟪V q + W (b o), b o⟫ = ⟪b o, W (b o)⟫ + secondOrderEnergy b ε o V := by
    rw [inner_add_left, hV q (b o), hW (b o) (b o), real_inner_comm (V (b o)) q, hE2]; ring
  rw [← hsp]
  have hB : Continuous fun x : ℝ => 2 * ((‖V q + W (b o)‖ + C * ‖q‖) * √(C * |x|)
      + ‖W q‖ * |x|) := by fun_prop
  have hS : Continuous fun x : ℝ => (C + 1) * |x| := by fun_prop
  have hsmall : ∀ᶠ x : ℝ in 𝓝[≠] 0, (C + 1) * |x| < 1 / 2 :=
    ((hS.tendsto' 0 0 (by simp)).mono_left nhdsWithin_le_nhds).eventually_lt_const (by norm_num)
  refine tendsto_sub_nhds_zero_iff.1 (squeeze_zero_norm' ?_
    ((hB.tendsto' 0 0 (by simp)).mono_left nhdsWithin_le_nhds))
  filter_upwards [hsmall, self_mem_nhdsWithin] with x hxs hx0
  have hx : x ≠ 0 := hx0
  have hCx : 0 ≤ C * |x| := by positivity
  obtain ⟨u, hu, hEu⟩ := (hE x).1
  obtain ⟨hδ, ha⟩ := hleak x (E x) u (by linarith) (hE x) hu hEu
  -- pair the exact eigenvalue equation with the first-order wavefunction
  have hid : (E x - ε o) * (⟪b o, u⟫ + x * ⟪q, u⟫) =
      x ^ 2 * (⟪V q + W (b o), u⟫ + x * ⟪W q, u⟫) := by
    have h := distorted_symm hH hV hW x (b o + x • q) u
    have h' : distorted H0 V W x (b o + x • q) =
        ε o • (b o + x • q) + x ^ 2 • (V q + W (b o) + x • W q) := by
      simp only [distorted, LinearMap.add_apply, LinearMap.smul_apply, map_add, map_smul,
        hL.1 o, hq']
      module
    rw [hEu, h'] at h
    simp only [inner_add_left, real_inner_smul_left, real_inner_smul_right] at h ⊢
    linear_combination -h
  obtain ⟨e, he⟩ : ∃ e, e = (E x - ε o) / x ^ 2 := ⟨_, rfl⟩
  have hδe : E x - ε o = e * x ^ 2 := by
    rw [he, div_mul_cancel₀ _ (pow_ne_zero 2 hx)]
  have hex : |e * x| ≤ C := by
    refine le_of_mul_le_mul_right ?_ (abs_pos.2 hx)
    rw [← abs_mul, show e * x * x = E x - ε o by rw [hδe]; ring]
    exact hδ
  have hid2 : e * (⟪b o, u⟫ + x * ⟪q, u⟫) = ⟪V q + W (b o), u⟫ + x * ⟪W q, u⟫ := by
    rw [hδe] at hid
    exact mul_left_cancel₀ (pow_ne_zero 2 hx) (by linear_combination hid)
  -- split off the part r of the exact state outside the undistorted ground state
  obtain ⟨r, hr⟩ : ∃ r, r = u - ⟪b o, u⟫ • b o := ⟨_, rfl⟩
  have hrn : ‖r‖ ^ 2 = 1 - ⟪b o, u⟫ ^ 2 := by
    rw [hr, norm_sub_sq_real, hu, norm_smul, b.orthonormal.1 o, mul_one, Real.norm_eq_abs,
      sq_abs, real_inner_smul_right, real_inner_comm (b o) u]
    ring
  have hrs : ‖r‖ ≤ √(C * |x|) :=
    (le_abs_self _).trans (Real.abs_le_sqrt (by rw [hrn]; exact ha))
  have hsr : ⟪V q + W (b o), r⟫ =
      ⟪V q + W (b o), u⟫ - ⟪b o, u⟫ * ⟪V q + W (b o), b o⟫ := by
    rw [hr, inner_sub_right, real_inner_smul_right]
  have hqr : ⟪q, r⟫ = ⟪q, u⟫ := by
    rw [hr, inner_sub_right, real_inner_smul_right, real_inner_comm (b o) q, hpq]; ring
  have key : ⟪b o, u⟫ * (e - ⟪V q + W (b o), b o⟫) =
      ⟪V q + W (b o), r⟫ + x * ⟪W q, u⟫ - e * x * ⟪q, r⟫ := by
    linear_combination hid2 - hsr + e * x * hqr
  have b1 : |⟪V q + W (b o), r⟫| ≤ ‖V q + W (b o)‖ * √(C * |x|) :=
    (abs_real_inner_le_norm _ _).trans (mul_le_mul_of_nonneg_left hrs (norm_nonneg _))
  have b2 : |x * ⟪W q, u⟫| ≤ ‖W q‖ * |x| := by
    have h := abs_real_inner_le_norm (W q) u
    rw [hu, mul_one] at h
    rw [abs_mul, mul_comm]
    exact mul_le_mul_of_nonneg_right h (abs_nonneg x)
  have b3 : |e * x * ⟪q, r⟫| ≤ C * (‖q‖ * √(C * |x|)) := by
    rw [abs_mul]
    exact mul_le_mul hex ((abs_real_inner_le_norm _ _).trans
      (mul_le_mul_of_nonneg_left hrs (norm_nonneg _))) (abs_nonneg _) hC
  have b4 : |⟪b o, u⟫| * |e - ⟪V q + W (b o), b o⟫| ≤ ‖V q + W (b o)‖ * √(C * |x|)
      + ‖W q‖ * |x| + C * (‖q‖ * √(C * |x|)) := by
    rw [← abs_mul, key]
    have c1 := abs_le.1 b1
    have c2 := abs_le.1 b2
    have c3 := abs_le.1 b3
    exact abs_le.2 ⟨by linarith [c1.1, c2.1, c3.2], by linarith [c1.2, c2.2, c3.1]⟩
  have ha2 : 1 / 2 ≤ |⟪b o, u⟫| := by
    by_contra! h
    nlinarith [sq_abs ⟪b o, u⟫, abs_nonneg ⟪b o, u⟫, abs_nonneg x]
  rw [← he, Real.norm_eq_abs]
  linarith [mul_nonneg (sub_nonneg.2 ha2) (abs_nonneg (e - ⟪V q + W (b o), b o⟫))]
```

**Q.** Does this establish a distorted minimum?

**A.** No, only the local instability. If $0<\langle p,Wp\rangle<-E_2$, then for all sufficiently small nonzero $x$ the true energy falls below $E_0$ while the frozen energy rises above it. Within this finite, one-coordinate model, a structural stability test with a fixed electronic state can therefore give the wrong sign.

```lean
/-- Let `H0`, `V`, `W` be symmetric, and let `H0` have a simple ground state `p` of energy `E0` with
`⟨p,Vp⟩ = 0`. If `0 < ⟨p,Wp⟩ < -E2(V)`, then for all small nonzero `x` the true ground energy lies
below `E0` while the energy of the frozen wavefunction `p` lies above it. -/
theorem frozen_misses_distortion [FiniteDimensional ℝ F] (hH : H0.IsSymmetric)
    (hV : V.IsSymmetric) (hW : W.IsSymmetric) (hL : HasSimpleGround H0 b ε o)
    (h0 : ⟪b o, V (b o)⟫ = 0) {E : ℝ → ℝ}
    (hE : ∀ x, IsGroundEnergy (distorted H0 V W x) (E x)) (hpos : 0 < ⟪b o, W (b o)⟫)
    (hlt : ⟪b o, W (b o)⟫ < -secondOrderEnergy b ε o V) :
    ∀ᶠ x in 𝓝[≠] 0, E x < ε o ∧ ε o < ⟪b o, distorted H0 V W x (b o)⟫ := by
  have ht := (relaxed_curvature hH hV hW hL h0 hE).1
  filter_upwards [ht.eventually_lt_const (show _ < (0 : ℝ) by linarith),
    self_mem_nhdsWithin] with x hneg hx0
  have hx : x ≠ 0 := hx0
  constructor
  · by_contra! h
    exact absurd hneg (not_lt_of_ge (div_nonneg (sub_nonneg.2 h) (sq_nonneg x)))
  · have hf : ⟪b o, distorted H0 V W x (b o)⟫ = ε o + x ^ 2 * ⟪b o, W (b o)⟫ := by
      simp only [distorted, LinearMap.add_apply, LinearMap.smul_apply, inner_add_right,
        real_inner_smul_right, hL.1 o, h0, real_inner_self_eq_norm_sq, b.orthonormal.1 o]
      ring
    have : 0 < x ^ 2 * ⟪b o, W (b o)⟫ := by positivity
    linarith
```

**Q.** And the two-level example?

**A.** It is checked at every nonzero $x$, using the unnormalised trial vector $(1,-x)$; its unnormalised expectation value is $-x^2/2$.

```lean
/-- The two-level operator with diagonal entries `a`, `d` and coupling `c`. -/
def twoLevel (a c d : ℝ) : EuclideanSpace ℝ (Fin 2) →ₗ[ℝ] EuclideanSpace ℝ (Fin 2) where
  toFun v := !₂[a * v 0 + c * v 1, c * v 0 + d * v 1]
  map_add' u v := by ext i; fin_cases i <;> simp <;> ring
  map_smul' k v := by ext i; fin_cases i <;> simp <;> ring

/-- In the two-level model with levels 0 and 1, coupling `x` and diagonal term `x²/2` on the lower
level, at every nonzero `x` the ground energy is negative and the frozen energy positive. -/
theorem twoLevel_witness {x E : ℝ} (hx : x ≠ 0) (hE : IsGroundEnergy
      (distorted (twoLevel 0 0 1) (twoLevel 0 1 0) (twoLevel (1 / 2) 0 0) x) E) :
    E < 0 ∧ 0 < ⟪(!₂[1, 0] : EuclideanSpace ℝ (Fin 2)),
      distorted (twoLevel 0 0 1) (twoLevel 0 1 0) (twoLevel (1 / 2) 0 0) x !₂[1, 0]⟫ := by
  have hs : ∀ a c d : ℝ, (twoLevel a c d).IsSymmetric := fun a c d u v => by
    simp [twoLevel, PiLp.inner_apply, Fin.sum_univ_two]
    ring
  have hx2 : 0 < x ^ 2 := by positivity
  constructor
  · -- the relaxed trial state (1, -x) already has negative energy
    have h := variational (distorted_symm (hs _ _ _) (hs _ _ _) (hs _ _ _) x) hE !₂[1, -x]
    have h1 : ⟪(!₂[1, -x] : EuclideanSpace ℝ (Fin 2)),
        distorted (twoLevel 0 0 1) (twoLevel 0 1 0) (twoLevel (1 / 2) 0 0) x !₂[1, -x]⟫
        = -x ^ 2 / 2 := by
      simp [distorted, twoLevel, PiLp.inner_apply, Fin.sum_univ_two]
      ring
    rw [h1] at h
    by_contra! hn
    have := mul_nonneg hn (sq_nonneg ‖(!₂[1, -x] : EuclideanSpace ℝ (Fin 2))‖)
    linarith
  · have h2 : ⟪(!₂[1, 0] : EuclideanSpace ℝ (Fin 2)),
        distorted (twoLevel 0 0 1) (twoLevel 0 1 0) (twoLevel (1 / 2) 0 0) x !₂[1, 0]⟫
        = x ^ 2 / 2 := by
      simp [distorted, twoLevel, PiLp.inner_apply, Fin.sum_univ_two]
      ring
    rw [h2]
    positivity

end

end FrozenWavefunctionStability
```

```lean
#print axioms FrozenWavefunctionStability.secondOrderEnergy_neg
#print axioms FrozenWavefunctionStability.frozen_misses_distortion
```

```
'FrozenWavefunctionStability.secondOrderEnergy_neg' depends on axioms: [propext, Classical.choice, Quot.sound]
'FrozenWavefunctionStability.frozen_misses_distortion' depends on axioms: [propext, Classical.choice, Quot.sound]
```
